# For a two-band Dirac electron in a uniform field, in units with $\hbar=1$, $2\int|k|\,dx$ across the gap is $\pi\,(D^2+(vq)^2)/(vF)$

## Two roots at almost every point in the gap

A strong uniform field across a narrow-gap semiconductor tilts the bands, so an electron in the valence band finds conduction states at its own energy some distance away. In between, its energy lies in the gap and its wave vector along the field is complex.

To estimate the tunnelling, I take a two-band Dirac Hamiltonian, solve $\det(H(k)-Fx)=0$ for $k$ at each position $x$, and integrate $2|k|$ across the gap. At almost every point there are two roots, and my solver jumps between them from one grid point to the next. Does the integral still have a definite value, or do I first have to follow one branch continuously? And what changes if the electron also has a wave vector $q$ perpendicular to the field?

## The roots differ only in sign, so the exponent is fixed

The jumps do no harm. The two roots are $k$ and $-k$, with the same modulus, and the integral is the same for every choice. A transverse wave vector widens the gap, and the exponent grows by a term quadratic in $q$.

### From the determinant to the exponent

Set $\hbar=1$. Let $v>0$ be the Dirac velocity, $F>0$ the force on the electron, $D$ the mass term and $q$ the real, conserved transverse wave vector. The Hamiltonian is

$$H(k)=vk\,\sigma_z+vq\,\sigma_y+D\,\sigma_x=\begin{pmatrix}vk & D-ivq\\ D+ivq & -vk\end{pmatrix}.$$

Put the total energy at zero and the potential energy at $-Fx$. The energy left for the band motion at $x$ is then $Fx$, measured from midgap. The determinant is

$$\det(H(k)-Fx)=(vk-Fx)(-vk-Fx)-(D-ivq)(D+ivq)=(Fx)^2-(vk)^2-D^2-(vq)^2 .$$

With $\Delta=\sqrt{D^2+(vq)^2}$, it vanishes exactly when

$$(vk)^2=(Fx)^2-\Delta^2 .$$

For real $k$ the bands are $\pm\sqrt{(vk)^2+\Delta^2}$, so $\Delta$ is half the gap at the given $q$.

Now write $k=a+ib$ with $a,b$ real. The real and imaginary parts give

$$v^2(a^2-b^2)=(Fx)^2-\Delta^2,\qquad v^2ab=0 .$$

If $a=0$, the left side of the first equation is at most zero, so $|x|\le\Delta/F$. Conversely, let $|x|\le\Delta/F$. By the second equation $a=0$ or $b=0$. If $b=0$, the first gives $v^2a^2\le0$, so $a=0$ again. The real part of $k$ therefore vanishes exactly for $|x|\le\Delta/F$. At the two ends $k$ itself is zero.

In this region $-v^2b^2=(Fx)^2-\Delta^2$, and hence

$$|k|=|b|=\frac{\sqrt{\Delta^2-(Fx)^2}}{v}$$

for either root. For $\Delta>0$, substitute $y=Fx/\Delta$:

$$\int_{-\Delta/F}^{\Delta/F}\sqrt{\Delta^2-(Fx)^2}\,dx=\frac{\Delta^2}{F}\int_{-1}^{1}\sqrt{1-y^2}\,dy=\frac{\pi\Delta^2}{2F}.$$

For $\Delta=0$ both sides are zero. Multiplying by $2/v$ gives

$$2\int_{-\Delta/F}^{\Delta/F}|k|\,dx=\frac{\pi\Delta^2}{vF}=\frac{\pi D^2}{vF}+\frac{\pi v q^2}{F}.$$

At $q=0$ this is the Zener exponent $\pi D^2/(vF)$. Since $q$ enters quadratically, the tunnelling factor $\exp(-2\int|k|\,dx)$ is a Gaussian in $q$, and its integral over all transverse wave vectors is

$$\int_{-\infty}^{\infty}e^{-\pi D^2/(vF)}\,e^{-\pi vq^2/F}\,dq=\sqrt{\frac{F}{v}}\;e^{-\pi D^2/(vF)} .$$

### The same argument in Lean 4

```lean
import Mathlib

open Real

namespace ZenerTunnelling

noncomputable section

/-- The Pauli matrix `σx`. -/
def pauliX : Matrix (Fin 2) (Fin 2) ℂ := !![0, 1; 1, 0]

/-- The Pauli matrix `σy`. -/
def pauliY : Matrix (Fin 2) (Fin 2) ℂ := !![0, -Complex.I; Complex.I, 0]

/-- The Pauli matrix `σz`. -/
def pauliZ : Matrix (Fin 2) (Fin 2) ℂ := !![1, 0; 0, -1]

/-- Two-band Dirac Hamiltonian with velocity `v`, mass term `D`, real transverse wave vector `q`
and complex wave vector `k` along the field, in units with `ħ = 1`. -/
def diracH (v D q : ℝ) (k : ℂ) : Matrix (Fin 2) (Fin 2) ℂ :=
  ((v : ℂ) * k) • pauliZ + ((v : ℂ) * q) • pauliY + (D : ℂ) • pauliX

/-- `k` is a local wave vector at position `x` in a field of force `F`: the Hamiltonian has the
local band energy `F x` as an eigenvalue. -/
def IsLocalMode (v D q F x : ℝ) (k : ℂ) : Prop :=
  (diracH v D q k - ((F : ℂ) * x) • (1 : Matrix (Fin 2) (Fin 2) ℂ)).det = 0

/-- Half the energy gap at transverse wave vector `q`. -/
def halfGap (v D q : ℝ) : ℝ := √(D ^ 2 + (v * q) ^ 2)

/-- The square of the half gap is the sum of the squares of the mass term and the transverse term
`v q`. -/
theorem halfGap_sq (v D q : ℝ) : halfGap v D q ^ 2 = D ^ 2 + (v * q) ^ 2 :=
  Real.sq_sqrt (by positivity)

/-- Complex band structure: `k` is a local wave vector at `x` exactly when
`(v k)² = (F x)² - D² - (v q)²`. -/
theorem isLocalMode_iff (v D q F x : ℝ) (k : ℂ) :
    IsLocalMode v D q F x k ↔
      ((v : ℂ) * k) ^ 2 = ((F : ℂ) * x) ^ 2 - ((D : ℂ) ^ 2 + ((v : ℂ) * q) ^ 2) := by
  have hdet : (diracH v D q k - ((F : ℂ) * x) • (1 : Matrix (Fin 2) (Fin 2) ℂ)).det
      = ((F : ℂ) * x) ^ 2 - ((D : ℂ) ^ 2 + ((v : ℂ) * q) ^ 2) - ((v : ℂ) * k) ^ 2 := by
    rw [Matrix.det_fin_two]
    simp [diracH, pauliX, pauliY, pauliZ]
    linear_combination ((v : ℂ) * q) ^ 2 * Complex.I_sq
  unfold IsLocalMode
  rw [hdet]
  constructor <;> intro h <;> linear_combination -h

/-- For a positive force, the region within `halfGap / F` of the origin is where the local band
energy `F x` lies in the closed gap. -/
theorem abs_le_iff_in_gap {F : ℝ} (hF : 0 < F) (v D q x : ℝ) :
    |x| ≤ halfGap v D q / F ↔ (F * x) ^ 2 ≤ halfGap v D q ^ 2 := by
  have h : |x| * F = |F * x| := by rw [abs_mul, abs_of_pos hF, mul_comm]
  have hg : 0 ≤ halfGap v D q := Real.sqrt_nonneg _
  rw [le_div_iff₀ hF, h, ← sq_le_sq₀ (abs_nonneg _) hg, sq_abs]

/-- For positive velocity and force, a local wave vector has zero real part exactly when
`|x| ≤ halfGap / F`. -/
theorem re_eq_zero_iff {v F : ℝ} (hv : 0 < v) (hF : 0 < F) {D q x : ℝ} {k : ℂ}
    (hk : IsLocalMode v D q F x k) : k.re = 0 ↔ |x| ≤ halfGap v D q / F := by
  rw [abs_le_iff_in_gap hF, halfGap_sq]
  have h := (isLocalMode_iff v D q F x k).1 hk
  -- real and imaginary parts of the dispersion relation
  have hr : v ^ 2 * (k.re ^ 2 - k.im ^ 2) = (F * x) ^ 2 - (D ^ 2 + (v * q) ^ 2) := by
    have h1 := congrArg Complex.re h
    simp [pow_two] at h1
    linear_combination h1
  have hi : v ^ 2 * (k.re * k.im) = 0 := by
    have h1 := congrArg Complex.im h
    simp [pow_two] at h1
    linear_combination h1 / 2
  have hv2 : 0 < v ^ 2 := by positivity
  constructor
  · intro h0
    rw [h0] at hr
    nlinarith [mul_nonneg hv2.le (sq_nonneg k.im)]
  · intro hx
    rcases mul_eq_zero.1 ((mul_eq_zero.1 hi).resolve_left hv2.ne') with h0 | h0
    · exact h0
    · rw [h0] at hr
      have h2 : v ^ 2 * k.re ^ 2 = 0 :=
        le_antisymm (by linarith) (by positivity)
      exact pow_eq_zero_iff (two_ne_zero) |>.1 ((mul_eq_zero.1 h2).resolve_left hv2.ne')

/-- For positive velocity and force, every local wave vector in the region `|x| ≤ halfGap / F`
has modulus `√(halfGap² - (F x)²) / v`. -/
theorem norm_eq_in_gap {v F : ℝ} (hv : 0 < v) (hF : 0 < F) {D q x : ℝ} {k : ℂ}
    (hk : IsLocalMode v D q F x k) (hx : |x| ≤ halfGap v D q / F) :
    ‖k‖ = √(halfGap v D q ^ 2 - (F * x) ^ 2) / v := by
  have h0 := (re_eq_zero_iff hv hF hk).2 hx
  have h1 := congrArg Complex.re ((isLocalMode_iff v D q F x k).1 hk)
  simp [pow_two, h0] at h1
  have hn : ‖k‖ ^ 2 = k.im ^ 2 := by
    rw [Complex.sq_norm, Complex.normSq_apply, h0]
    ring
  have hs : halfGap v D q ^ 2 - (F * x) ^ 2 = (v * ‖k‖) ^ 2 := by
    rw [halfGap_sq, mul_pow v ‖k‖, hn]
    linear_combination h1
  rw [hs, Real.sqrt_sq (by positivity), mul_div_cancel_left₀ _ hv.ne']

/-- For positive velocity and force, `i √(halfGap² - (F x)²) / v` is a local wave vector at
every point with `|x| ≤ halfGap / F`. -/
theorem evanescent_branch {v F : ℝ} (hv : 0 < v) (hF : 0 < F) {D q x : ℝ}
    (hx : |x| ≤ halfGap v D q / F) :
    IsLocalMode v D q F x
      (Complex.I * ((√(halfGap v D q ^ 2 - (F * x) ^ 2) / v : ℝ) : ℂ)) := by
  have hs := Real.sq_sqrt (sub_nonneg.2 ((abs_le_iff_in_gap hF v D q x).1 hx))
  have hvc : (v : ℂ) ≠ 0 := by exact_mod_cast hv.ne'
  have e : ∀ s : ℝ, (v : ℂ) * (Complex.I * ((s / v : ℝ) : ℂ)) = Complex.I * s := by
    intro s
    push_cast
    field_simp
  rw [isLocalMode_iff, e, mul_pow, Complex.I_sq, ← Complex.ofReal_pow, hs, halfGap_sq]
  push_cast
  ring

/-- Area under the semi-elliptic barrier: for `F > 0` and `Δ ≥ 0`, the integral of
`√(Δ² - (F x)²)` between the turning points `±Δ/F` is `π Δ² / (2 F)`. -/
theorem barrier_integral {F Δ : ℝ} (hF : 0 < F) (hΔ : 0 ≤ Δ) :
    (∫ x in (-(Δ / F))..(Δ / F), √(Δ ^ 2 - (F * x) ^ 2)) = π * Δ ^ 2 / (2 * F) := by
  rcases hΔ.eq_or_lt with rfl | h
  · simp
  have hF0 := hF.ne'
  have h0 := h.ne'
  -- rescale to the unit semicircle
  have hscale : ∀ x : ℝ, √(Δ ^ 2 - (F * x) ^ 2) = Δ * √(1 - (F / Δ * x) ^ 2) := by
    intro x
    have e : Δ * (F / Δ * x) = F * x := by field_simp
    have e2 : Δ ^ 2 - (F * x) ^ 2 = Δ ^ 2 * (1 - (F / Δ * x) ^ 2) := by
      linear_combination (Δ * (F / Δ * x) + F * x) * e
    rw [e2, Real.sqrt_mul (sq_nonneg Δ), Real.sqrt_sq h.le]
  have key : (∫ x in (-(Δ / F))..(Δ / F), √(1 - (F / Δ * x) ^ 2))
      = (F / Δ)⁻¹ * (π / 2) := by
    have h1 := intervalIntegral.integral_comp_mul_left (a := -(Δ / F)) (b := Δ / F)
      (fun y : ℝ => √(1 - y ^ 2)) (div_ne_zero hF0 h0)
    have ha : F / Δ * -(Δ / F) = -1 := by field_simp
    have hb : F / Δ * (Δ / F) = 1 := by field_simp
    rw [ha, hb, integral_sqrt_one_sub_sq] at h1
    exact h1
  simp_rw [hscale]
  rw [intervalIntegral.integral_const_mul, key]
  field_simp

/-- Zener exponent at transverse wave vector `q`: for positive velocity and force and any choice
of local wave vectors `k x` across the gap, twice the integral of `|k|` between the turning
points is `π (D² + (v q)²) / (v F)`. -/
theorem zener_exponent {v F D q : ℝ} (hv : 0 < v) (hF : 0 < F) (k : ℝ → ℂ)
    (hk : ∀ x, |x| ≤ halfGap v D q / F → IsLocalMode v D q F x (k x)) :
    2 * (∫ x in (-(halfGap v D q / F))..(halfGap v D q / F), ‖k x‖)
      = π * (D ^ 2 + (v * q) ^ 2) / (v * F) := by
  have hg : 0 ≤ halfGap v D q := Real.sqrt_nonneg _
  have hgF : 0 ≤ halfGap v D q / F := div_nonneg hg hF.le
  have hc : (∫ x in (-(halfGap v D q / F))..(halfGap v D q / F), ‖k x‖)
      = ∫ x in (-(halfGap v D q / F))..(halfGap v D q / F),
          √(halfGap v D q ^ 2 - (F * x) ^ 2) / v := by
    apply intervalIntegral.integral_congr
    intro x hx
    rw [Set.uIcc_of_le (by linarith)] at hx
    have hx' : |x| ≤ halfGap v D q / F := abs_le.2 hx
    exact norm_eq_in_gap hv hF (hk x hx') hx'
  rw [hc, intervalIntegral.integral_div, barrier_integral hF hg, halfGap_sq]
  field_simp

/-- Zener exponent at normal incidence: for `v, F > 0`, `D ≥ 0` and any choice of local wave vectors
`k x` at `q = 0` for `|x| ≤ D / F`, twice the integral of `|k|` over this region is `π D² / (v F)`.
-/
theorem zener_exponent_normal {v F D : ℝ} (hv : 0 < v) (hF : 0 < F) (hD : 0 ≤ D) (k : ℝ → ℂ)
    (hk : ∀ x, |x| ≤ D / F → IsLocalMode v D 0 F x (k x)) :
    2 * (∫ x in (-(D / F))..(D / F), ‖k x‖) = π * D ^ 2 / (v * F) := by
  have h0 : halfGap v D 0 = D := by simp [halfGap, Real.sqrt_sq hD]
  have h := zener_exponent (D := D) (q := 0) hv hF k (by rw [h0]; exact hk)
  rw [h0] at h
  rw [h]
  ring

/-- For positive velocity and force and any choice of local wave vectors `k q x` across the gap at
each `q`, the tunnelling factor `exp (-2 ∫ |k| dx)`, with the inner integral taken between the
turning points, integrated over all real transverse wave vectors `q` is
`√(F / v) exp (-π D² / (v F))`. -/
theorem transverse_sum {v F D : ℝ} (hv : 0 < v) (hF : 0 < F) (k : ℝ → ℝ → ℂ)
    (hk : ∀ q x, |x| ≤ halfGap v D q / F → IsLocalMode v D q F x (k q x)) :
    (∫ q : ℝ, Real.exp
        (-(2 * (∫ x in (-(halfGap v D q / F))..(halfGap v D q / F), ‖k q x‖))))
      = √(F / v) * Real.exp (-(π * D ^ 2 / (v * F))) := by
  have hvv : v * v⁻¹ = 1 := mul_inv_cancel₀ hv.ne'
  -- the exponent is a constant plus a term quadratic in `q`
  have hq : ∀ q : ℝ, Real.exp
        (-(2 * (∫ x in (-(halfGap v D q / F))..(halfGap v D q / F), ‖k q x‖)))
      = Real.exp (-(π * D ^ 2 / (v * F))) * Real.exp (-(π * v / F) * q ^ 2) := by
    intro q
    rw [zener_exponent hv hF (k q) (hk q), ← Real.exp_add]
    congr 1
    linear_combination -(π * v * q ^ 2 / F) * hvv
  have hb : π / (π * v / F) = F / v := by
    have hpi := Real.pi_ne_zero
    field_simp
  simp_rw [hq]
  rw [MeasureTheory.integral_const_mul, integral_gaussian, hb, mul_comm]

end

end ZenerTunnelling
```

```lean
#print axioms ZenerTunnelling.abs_le_iff_in_gap
#print axioms ZenerTunnelling.evanescent_branch
#print axioms ZenerTunnelling.zener_exponent_normal
#print axioms ZenerTunnelling.transverse_sum
```

```
'ZenerTunnelling.abs_le_iff_in_gap' depends on axioms: [propext, Classical.choice, Quot.sound]
'ZenerTunnelling.evanescent_branch' depends on axioms: [propext, Classical.choice, Quot.sound]
'ZenerTunnelling.zener_exponent_normal' depends on axioms: [propext, Classical.choice, Quot.sound]
'ZenerTunnelling.transverse_sum' depends on axioms: [propext, Classical.choice, Quot.sound]
```

### What the theorems say about the electron

`diracH v D q k` is the matrix $H(k)$ above. The parameters `v`, `D` and `q` are real numbers, while `k` is complex. `IsLocalMode v D q F x k` says that $\det(H(k)-Fx)=0$, in other words that $Fx$ is an eigenvalue of $H(k)$. The comments in the code call $Fx$ the local band energy: it is the total energy, zero, minus the potential energy $-Fx$. `halfGap v D q` is $\Delta$. Note that $|D|$ is half of the gap at $q=0$, whereas many textbook formulas use the full gap $E_g=2|D|$.

`zener_exponent` answers your first question. It takes a function `k` from positions to complex numbers and assumes only that `k x` is a local mode wherever $|x|\le\Delta/F$. Continuity is not required, so a function that jumps between the roots is allowed. The conclusion is $2\int|k|\,dx=\pi(D^2+(vq)^2)/(vF)$. `evanescent_branch` supplies an explicit root, $i\sqrt{\Delta^2-(Fx)^2}/v$, at every point of the gap, so there are functions to which the theorem applies.

`zener_exponent_normal` is the case $q=0$ with $D\ge0$, where the turning points are $\pm D/F$. `re_eq_zero_iff` says that a local mode has `k.re = 0` exactly when $|x|\le\Delta/F$. This includes the edges, where $k=0$.

`transverse_sum` takes one such function for each `q` and integrates $\exp(-2\int|k|\,dx)$ over the whole real line. There is a single transverse direction, and the measure is plain $dq$, without a density of states.

The step from here to a device is semiclassical: one treats $k$ as a local function of $x$ and reads $\exp(-2\int|k|\,dx)$ as a transmission probability. The theorems evaluate this expression; they do not derive it from the Schrödinger equation in the field. Within that reading, the result bears on estimates of interband tunnelling from complex band structure, for a non-interacting electron with two bands, constant $v$ and $D$, and a uniform field.

### How the lemmas retrace the calculation

**Dispersion relation.** `isLocalMode_iff` expands the $2\times2$ determinant in the step `hdet`. The product of the off-diagonal entries contains $i^2$ from $\sigma_y$, and `Complex.I_sq` replaces it by $-1$. What remains is a rearrangement. `halfGap_sq` records that $\Delta^2=D^2+(vq)^2$.

**Extent of the gap.** `abs_le_iff_in_gap` turns $|x|\le\Delta/F$ into $(Fx)^2\le\Delta^2$. In `re_eq_zero_iff`, the facts `hr` and `hi` are the real and imaginary parts of the dispersion relation. One direction sets $a=0$ in `hr` and lets `nlinarith` use $v^2b^2\ge0$. The other splits $ab=0$ into its two cases, as in the derivation.

**Modulus.** `norm_eq_in_gap` uses $a=0$ to get $|k|^2=b^2$, rewrites $\Delta^2-(Fx)^2$ as $(v|k|)^2$, and takes the square root. This is the lemma that makes the choice of root irrelevant. `evanescent_branch` goes the other way and inserts the explicit root into the dispersion relation.

**Area.** `barrier_integral` first settles $\Delta=0$. For $\Delta>0$, `hscale` takes the factor $\Delta$ out of the square root, and `key` performs the substitution $y=Fx/\Delta$. The area of the unit half-disc, $\pi/2$, comes from Mathlib's `integral_sqrt_one_sub_sq`.

**Exponent.** `zener_exponent` replaces $|k(x)|$ by its explicit value under the integral, using `intervalIntegral.integral_congr`, and then applies `barrier_integral`. For `zener_exponent_normal` the only new step is that $\Delta=D$ when $q=0$ and $D\ge0$.

**Transverse integral.** In `transverse_sum`, the step `hq` splits the exponential into the constant factor and the Gaussian in $q$. `integral_gaussian` gives the square root of $\pi/(\pi v/F)$, which `hb` simplifies to $F/v$.
